# Gaussian lattice sums in direct and reciprocal space: Poisson summation in a rectangular cell

Squared lengths are written here as explicit sums over Cartesian coordinates, because Mathlib's default norm on `Fin d → ℝ` is the maximum norm and not the Euclidean length. The cell is rectangular, with edges \(L_i\) in \(d\) dimensions, and a function `n : Fin d → ℤ` labels its periodic images. The parameter \(\alpha\) sets the inverse width of a Gaussian placed on each image. In Ewald summation it is called the splitting parameter, because it divides the Coulomb interaction into a short-range part and a smooth part.

```lean
import Mathlib

open scoped Real

namespace EwaldTheta

noncomputable section
```

Along one axis, the Gaussian on image \(n\) is seen from the point \(x\). It is given complex values so that it can be compared with plane waves.

```lean
/-- One Cartesian factor of the Gaussian centred on the image `L n`, seen from the point `x`. -/
def imageTerm (α L x : ℝ) (n : ℤ) : ℂ :=
  Complex.exp (-((α : ℂ) ^ 2 * ((x : ℂ) - L * n) ^ 2))
```

Its partner is a plane wave of wave number \(k=2\pi m/L\), damped by \(e^{-k^2/4\alpha^2}\).

```lean
/-- One Cartesian factor of a damped plane wave with wave number `2 π m / L`,
for nonzero `α` and `L`. -/
def modeTerm (α L x : ℝ) (m : ℤ) : ℂ :=
  Complex.exp (-(((2 * π * m / L : ℝ) : ℂ) ^ 2 / (4 * (α : ℂ) ^ 2))
    + ((2 * π * m / L : ℝ) : ℂ) * x * Complex.I)
```

In \(d\) dimensions the field point is \(r\), and the image Gaussian is real.

```lean
/-- The Gaussian `exp (-α² |r - L n|²)` of the image in cell `n` of a rectangular lattice. -/
def imageGaussian {d : ℕ} (α : ℝ) (L r : Fin d → ℝ) (n : Fin d → ℤ) : ℝ :=
  Real.exp (-(α ^ 2 * ∑ i, (r i - L i * n i) ^ 2))
```

The reciprocal vector has components \(k_i=2\pi m_i/L_i\).

```lean
/-- The reciprocal lattice vector `k = 2 π m / L` of a cell with nonzero edges `L`. -/
def waveVector {d : ℕ} (L : Fin d → ℝ) (m : Fin d → ℤ) (i : Fin d) : ℝ :=
  2 * π * m i / L i
```

The damped plane wave in \(d\) dimensions is then as follows.

```lean
/-- The Ewald mode `exp (-k² / 4α²) exp (i k · r)`, for nonzero `α` and nonzero edges `L`. -/
def ewaldMode {d : ℕ} (α : ℝ) (L r : Fin d → ℝ) (m : Fin d → ℤ) : ℂ :=
  (Real.exp (-((∑ i, waveVector L m i ^ 2) / (4 * α ^ 2))) : ℂ) *
    Complex.exp (((∑ i, waveVector L m i * r i : ℝ) : ℂ) * Complex.I)
```

Below, `Summable` means convergence independent of the order of summation, which for real or complex terms is absolute convergence; `∑'` is the value of the sum.

## (a) Convergence with a linear term in the exponent

**Task.** For real \(a>0\) and complex \(b\), show that
\[\sum_{n\in\mathbb Z}e^{-an^2+bn}\quad\text{converges absolutely.}\]

**Solution.** The modulus of a term is \(e^{-an^2+n\,\mathrm{Re}\,b}\). Once \(|n|\ge 2|\mathrm{Re}\,b|/a\), it is at most \(e^{-an^2/2}\le e^{-a|n|/2}\), which is a geometric bound.

Lean takes another route. It matches the term to the two-variable theta series \(\sum_n e^{2\pi inz+\pi in^2\tau}\) with \(z=b/(2\pi i)\) and \(\tau=ia/\pi\), which converges because \(\mathrm{Im}\,\tau>0\).

```lean
/-- A Gaussian with a linear term in its exponent is summable over the integers. -/
theorem summable_gaussian {a : ℝ} (ha : 0 < a) (b : ℂ) :
    Summable fun n : ℤ => Complex.exp (-(a : ℂ) * n ^ 2 + b * n) := by
  have hpi : (π : ℂ) ≠ 0 := Complex.ofReal_ne_zero.2 Real.pi_ne_zero
  have hI := Complex.I_ne_zero
  have him : 0 < (Complex.I * ((a / π : ℝ) : ℂ)).im := by
    rw [Complex.I_mul_im, Complex.ofReal_re]
    positivity
  have h := (summable_jacobiTheta₂_term_iff (b / (2 * π * Complex.I)) _).2 him
  have e : (fun n : ℤ => Complex.exp (-(a : ℂ) * n ^ 2 + b * n)) = fun n : ℤ =>
      jacobiTheta₂_term n (b / (2 * π * Complex.I)) (Complex.I * ((a / π : ℝ) : ℂ)) := by
    funext n
    rw [jacobiTheta₂_term]
    congr 1
    push_cast
    have h1 : 2 * (π : ℂ) * Complex.I * n * (b / (2 * π * Complex.I)) = b * n := by
      field_simp
    have h2 : (π : ℂ) * (a / π) = a := by field_simp
    linear_combination -h1 - Complex.I ^ 2 * (n : ℂ) ^ 2 * h2
      - (a : ℂ) * (n : ℂ) ^ 2 * Complex.I_sq
  rw [e]
  exact h
```

## (b) Convergence along one axis

**Task.** For \(\alpha,L>0\) and real \(x\), show that both of these converge:
\[\sum_n e^{-\alpha^2(x-Ln)^2},\qquad \sum_m e^{-k^2/4\alpha^2+ikx},\quad k=\frac{2\pi m}{L}.\]

**Solution.** Expand the exponents:
\[-\alpha^2(x-Ln)^2=-\alpha^2x^2+2\alpha^2xL\,n-\alpha^2L^2n^2,\]
\[-\frac{k^2}{4\alpha^2}+ikx=-\frac{\pi^2}{(\alpha L)^2}m^2+\frac{2\pi ix}{L}m.\]
Part (a) applies to each; the first carries a constant factor \(e^{-\alpha^2x^2}\), supplied by `mul_left`.

```lean
/-- In one dimension the image sum and the sum over damped plane waves both converge. -/
theorem summable_terms {α L : ℝ} (hα : 0 < α) (hL : 0 < L) (x : ℝ) :
    Summable (imageTerm α L x) ∧ Summable (modeTerm α L x) := by
  constructor
  · have h := (summable_gaussian (a := α ^ 2 * L ^ 2) (by positivity)
      (2 * (α : ℂ) ^ 2 * x * L)).mul_left (Complex.exp (-((α : ℂ) ^ 2 * (x : ℂ) ^ 2)))
    refine (summable_congr fun n => ?_).2 h
    rw [imageTerm, ← Complex.exp_add]
    congr 1
    push_cast
    ring
  · have h := summable_gaussian (a := π ^ 2 / (α * L) ^ 2) (by positivity)
      (2 * (π : ℂ) * x / L * Complex.I)
    refine (summable_congr fun n => ?_).2 h
    rw [modeTerm]
    congr 1
    push_cast
    ring
```

## (c) Poisson summation for a row of Gaussians

**Task.** Under the same hypotheses, show that
\[\sum_n e^{-\alpha^2(x-Ln)^2}=\frac{\sqrt\pi}{\alpha L}\sum_m e^{-k^2/4\alpha^2+ikx}.\]

**Solution.** The left side is a smooth function of \(x\) with period \(L\). Its Fourier coefficient integrates over one cell, and the sum over images unfolds this into an integral over the line:
\[c_m=\frac1L\int_{-\infty}^{\infty}e^{-\alpha^2y^2-iky}\,dy.\]
Completing the square,
\[-\alpha^2y^2-iky=-\alpha^2\Bigl(y+\frac{ik}{2\alpha^2}\Bigr)^2-\frac{k^2}{4\alpha^2},\]
and shifting the contour gives \(c_m=\frac{\sqrt\pi}{\alpha L}e^{-k^2/4\alpha^2}\). These coefficients are summable, so the Fourier series equals the function.

Lean starts from Mathlib's `Complex.tsum_exp_neg_quadratic`, with quadratic parameter \(\pi/(\alpha L)^2\) and linear parameter \(ix/L\). The steps `hm` and `hi` identify its two sides with the modes and the images.

```lean
/-- Poisson summation for a row of Gaussians with spacing `L`, seen from any point `x`. -/
theorem poisson_one_dim {α L : ℝ} (hα : 0 < α) (hL : 0 < L) (x : ℝ) :
    ∑' n, imageTerm α L x n =
      ((Real.sqrt π / (α * L) : ℝ) : ℂ) * ∑' m, modeTerm α L x m := by
  have hpi : (π : ℂ) ≠ 0 := Complex.ofReal_ne_zero.2 Real.pi_ne_zero
  have hαc : (α : ℂ) ≠ 0 := Complex.ofReal_ne_zero.2 hα.ne'
  have hLc : (L : ℂ) ≠ 0 := Complex.ofReal_ne_zero.2 hL.ne'
  have hP : ((Real.sqrt π / (α * L) : ℝ) : ℂ) ≠ 0 :=
    Complex.ofReal_ne_zero.2 (by positivity)
  have hroot : ((π / (α * L) ^ 2 : ℝ) : ℂ) ^ (1 / 2 : ℂ)
      = ((Real.sqrt π / (α * L) : ℝ) : ℂ) := by
    have h2 : (1 / 2 : ℂ) = ((1 / 2 : ℝ) : ℂ) := by simp
    rw [h2, ← Complex.ofReal_cpow (by positivity), ← Real.sqrt_eq_rpow,
      Real.sqrt_div Real.pi_pos.le, Real.sqrt_sq (by positivity)]
  have ha : 0 < ((π / (α * L) ^ 2 : ℝ) : ℂ).re := by
    rw [Complex.ofReal_re]
    positivity
  have h := Complex.tsum_exp_neg_quadratic ha (Complex.I * (x / L))
  rw [hroot] at h
  -- identify the two sides with the plane waves and the images
  have hm : ∑' m, modeTerm α L x m = _ := (tsum_congr fun m => by
    rw [modeTerm]
    congr 1
    push_cast
    ring).trans h
  have hi : ∀ n : ℤ, Complex.exp (-π / ((π / (α * L) ^ 2 : ℝ) : ℂ) *
      (n + Complex.I * (Complex.I * (x / L))) ^ 2) = imageTerm α L x n := by
    intro n
    rw [imageTerm]
    congr 1
    push_cast
    have h3 : -(π : ℂ) / (π / (α * L) ^ 2) = -((α : ℂ) * L) ^ 2 := by field_simp
    have h4 : (L : ℂ) * (x / L) = x := by field_simp
    have h5 : (L : ℂ) * (n + Complex.I * (Complex.I * (x / L))) = L * n - x := by
      linear_combination Complex.I ^ 2 * h4 + (x : ℂ) * Complex.I_sq
    rw [h3]
    linear_combination -(α : ℂ) ^ 2 *
      (L * (n + Complex.I * (Complex.I * (x / L))) + (L * n - x)) * h5
  rw [hm, tsum_congr hi, ← mul_assoc, mul_one_div_cancel hP, one_mul]
```

## (d) Factorising a lattice sum

**Task.** Here \(k\) is an integer summation index, not a wave number. If each \(\sum_k f_i(k)\) converges absolutely, show that the lattice sum does too, and that
\[\sum_{n\in\mathbb Z^d}\prod_i f_i(n_i)=\prod_i\sum_{k\in\mathbb Z}f_i(k).\]

**Solution.** Use induction on \(d\). For \(d=0\) there is one lattice point and both sides are 1. For \(d+1\), write \(n=(n_0,n')\). The summand is \(f_0(n_0)\) times a product over the components of \(n'\), and absolute convergence lets the double sum split into a product of two sums. The equivalence `e` performs this separation of \(n_0\).

```lean
/-- A lattice sum of a product over Cartesian directions converges and factorises
when each one-dimensional sum converges. -/
theorem lattice_sum_factorises {d : ℕ} (f : Fin d → ℤ → ℂ) (hf : ∀ i, Summable (f i)) :
    Summable (fun n : Fin d → ℤ => ∏ i, f i (n i)) ∧
      ∑' n : Fin d → ℤ, ∏ i, f i (n i) = ∏ i, ∑' k, f i k := by
  induction d with
  | zero => exact ⟨(hasSum_unique _).summable, (hasSum_unique _).tsum_eq.trans (by simp)⟩
  | succ d ih =>
    obtain ⟨hs, ht⟩ := ih (fun i => f i.succ) (fun i => hf i.succ)
    -- split off the first lattice direction
    let e : ℤ × (Fin d → ℤ) ≃ (Fin (d + 1) → ℤ) := Fin.consEquiv (fun _ => ℤ)
    have he : ∀ p : ℤ × (Fin d → ℤ),
        ∏ i, f i (e p i) = f 0 p.1 * ∏ i : Fin d, f i.succ (p.2 i) := by
      intro p
      simp [e, Fin.consEquiv, Fin.prod_univ_succ]
    constructor
    · rw [← e.summable_iff]
      simpa only [Function.comp_def, he] using
        summable_mul_of_summable_norm (hf 0).norm hs.norm
    · rw [← e.tsum_eq]
      simp only [he]
      rw [Fin.prod_univ_succ, ← ht]
      exact (tsum_mul_tsum_of_summable_norm (hf 0).norm hs.norm).symm
```

## (e) Duality in a rectangular cell

**Task.** Let \(\alpha>0\), all \(L_i>0\) and \(V=\prod_iL_i\). Show that both sums converge and
\[\sum_n e^{-\alpha^2\sum_i(r_i-L_in_i)^2}=\frac{\pi^{d/2}}{\alpha^dV}\sum_m e^{-k^2/4\alpha^2}e^{ik\cdot r}.\]

**Solution.** Both summands are products over axes, so (b) and (d) give convergence and factorisation. Applying (c) on each axis yields the prefactor
\[\prod_i\frac{\sqrt\pi}{\alpha L_i}=\frac{\pi^{d/2}}{\alpha^dV}.\]
In Lean, `eg` and `em` are the two factorisations and `hP` is the prefactor. The real image sum is cast to \(\mathbb C\) for the comparison.

```lean
/-- Ewald duality: the Gaussians of all periodic images sum to `π^(d/2) / (α^d V)` times
the sum of all Ewald modes, and both sums converge. -/
theorem ewald_gaussian_duality {d : ℕ} {α : ℝ} (hα : 0 < α) {L : Fin d → ℝ}
    (hL : ∀ i, 0 < L i) (r : Fin d → ℝ) :
    Summable (imageGaussian α L r) ∧ Summable (ewaldMode α L r) ∧
      ((∑' n, imageGaussian α L r n : ℝ) : ℂ) =
        ((Real.sqrt π ^ d / (α ^ d * ∏ i, L i) : ℝ) : ℂ) * ∑' m, ewaldMode α L r m := by
  have eg : ∀ n, (imageGaussian α L r n : ℂ) = ∏ i, imageTerm α (L i) (r i) (n i) := by
    intro n
    simp only [imageGaussian, imageTerm]
    rw [← Complex.exp_sum, Complex.ofReal_exp]
    congr 1
    push_cast
    rw [Finset.sum_neg_distrib, Finset.mul_sum]
  have em : ∀ m, ewaldMode α L r m = ∏ i, modeTerm α (L i) (r i) (m i) := by
    intro m
    simp only [ewaldMode, modeTerm, waveVector]
    rw [← Complex.exp_sum, Complex.ofReal_exp, ← Complex.exp_add]
    congr 1
    push_cast
    rw [Finset.sum_add_distrib, Finset.sum_neg_distrib, Finset.sum_div, Finset.sum_mul]
  obtain ⟨gs, gt⟩ := lattice_sum_factorises (fun i => imageTerm α (L i) (r i))
    (fun i => (summable_terms hα (hL i) (r i)).1)
  obtain ⟨ms, mt⟩ := lattice_sum_factorises (fun i => modeTerm α (L i) (r i))
    (fun i => (summable_terms hα (hL i) (r i)).2)
  have hP : ∏ i, ((Real.sqrt π / (α * L i) : ℝ) : ℂ) =
      ((Real.sqrt π ^ d / (α ^ d * ∏ i, L i) : ℝ) : ℂ) := by
    rw [← Complex.ofReal_prod, Finset.prod_div_distrib, Finset.prod_mul_distrib]
    simp
  refine ⟨Complex.summable_ofReal.1 ((funext eg) ▸ gs), (funext em) ▸ ms, ?_⟩
  -- apply Poisson summation in each direction
  rw [Complex.ofReal_tsum, tsum_congr eg, tsum_congr em, gt, mt, ← hP,
    ← Finset.prod_mul_distrib]
  exact Finset.prod_congr rfl fun i _ => poisson_one_dim hα (hL i) (r i)
```

## (f) The cubic cell seen from a lattice point

**Task.** For \(\alpha,L>0\), show that both sums converge and
\[\sum_{n\in\mathbb Z^3}e^{-\alpha^2L^2|n|^2}=\frac{\pi^{3/2}}{(\alpha L)^3}\sum_{m\in\mathbb Z^3}e^{-\pi^2|m|^2/(\alpha L)^2}.\]

**Solution.** Set \(d=3\), \(L_i=L\) and \(r=0\) in (e). The phases become 1, \(V=L^3\), and \(k^2/4\alpha^2=\pi^2|m|^2/(\alpha L)^2\). Every term is now real, so `Complex.ofReal_injective` brings the equation back to \(\mathbb R\).

In Ewald summation, identities of this kind carry the smooth part of the interaction into reciprocal space; the result here concerns Gaussian sums in rectangular cells, not the Coulomb energy or its independence of \(\alpha\).

```lean
/-- The cubic theta identity: the direct and reciprocal Gaussian sums over `ℤ³` both converge
and differ by the factor `π^(3/2) / (α L)³`. -/
theorem cubic_theta_identity {α L : ℝ} (hα : 0 < α) (hL : 0 < L) :
    Summable (fun n : Fin 3 → ℤ => Real.exp (-α ^ 2 * L ^ 2 * ∑ i, (n i : ℝ) ^ 2)) ∧
    Summable (fun m : Fin 3 → ℤ => Real.exp (-π ^ 2 * (∑ i, (m i : ℝ) ^ 2) / (α * L) ^ 2)) ∧
    ∑' n : Fin 3 → ℤ, Real.exp (-α ^ 2 * L ^ 2 * ∑ i, (n i : ℝ) ^ 2) =
      π ^ (3 / 2 : ℝ) / (α * L) ^ 3 *
        ∑' m : Fin 3 → ℤ, Real.exp (-π ^ 2 * (∑ i, (m i : ℝ) ^ 2) / (α * L) ^ 2) := by
  obtain ⟨h1, h2, h3⟩ := ewald_gaussian_duality hα (L := fun _ : Fin 3 => L) (fun _ => hL) 0
  have e1 : ∀ n : Fin 3 → ℤ, imageGaussian α (fun _ => L) 0 n =
      Real.exp (-α ^ 2 * L ^ 2 * ∑ i, (n i : ℝ) ^ 2) := by
    intro n
    rw [imageGaussian]
    congr 1
    simp only [Fin.sum_univ_three, Pi.zero_apply]
    ring
  have e2 : ∀ m : Fin 3 → ℤ, ewaldMode α (fun _ => L) 0 m =
      ((Real.exp (-π ^ 2 * (∑ i, (m i : ℝ) ^ 2) / (α * L) ^ 2) : ℝ) : ℂ) := by
    intro m
    simp only [ewaldMode, waveVector, Pi.zero_apply, mul_zero, Finset.sum_const_zero,
      Complex.ofReal_zero, zero_mul, Complex.exp_zero, mul_one]
    congr 2
    simp only [Fin.sum_univ_three]
    ring
  have hp : Real.sqrt π ^ 3 = π ^ (3 / 2 : ℝ) := by
    rw [Real.sqrt_eq_rpow, ← Real.rpow_natCast, ← Real.rpow_mul Real.pi_pos.le]
    norm_num
  rw [funext e1] at h1
  rw [funext e2] at h2
  rw [tsum_congr e1, tsum_congr e2, ← Complex.ofReal_tsum, ← Complex.ofReal_mul] at h3
  have h4 := Complex.ofReal_injective h3
  rw [Finset.prod_const, Finset.card_univ, Fintype.card_fin, hp, ← mul_pow] at h4
  exact ⟨h1, Complex.summable_ofReal.1 h2, h4⟩

end

end EwaldTheta
```

```lean
#print axioms EwaldTheta.summable_gaussian
#print axioms EwaldTheta.cubic_theta_identity
```

```
'EwaldTheta.summable_gaussian' depends on axioms: [propext, Classical.choice, Quot.sound]
'EwaldTheta.cubic_theta_identity' depends on axioms: [propext, Classical.choice, Quot.sound]
```
